# Invariant spread of the lower band of a gapped dimerised chain

An electron hops along a chain of two-site cells, with real amplitude $v$ inside a cell and $w$ between cells. Set $v=0$ and $w\neq0$. The lower band is then spanned by bonds joining neighbouring cells, with weight $1/2$ on each end. If both sites of a cell are assigned the position of the cell, such a bond has position variance $1/4$, in units of the squared lattice constant. In momentum space the same number comes from a phase: the Bloch element $we^{ik}$ turns at unit rate, and the quantum metric is one quarter of that rate squared.

For general hoppings the rate depends on $k$. The Brillouin-zone average of the metric is

$$\Omega=\frac{w^2}{8(v^2-w^2)}\quad(|w|<|v|),\qquad \Omega=\frac{2w^2-v^2}{8(w^2-v^2)}\quad(|v|<|w|).$$

In this non-interacting two-band model, with both sites of a cell assigned the position of the cell, $\Omega$ is the gauge-invariant part of the quadratic spread of the lower band's Wannier functions.

## From the phase of the Bloch element to the average

Let $h=v+we^{ik}$ and

$$D=|h|^2=v^2+w^2+2vw\cos k=\tfrac12\left[(1+\cos k)(v+w)^2+(1-\cos k)(v-w)^2\right].$$

For $|v|\neq|w|$ both squares are positive, and the weights are non-negative with sum 2, so $D>0$. With $u=h/|h|$, the normalised state $(1,-u)/\sqrt2$ has energy $-|h|$, and its projector $P$ has diagonal entries $1/2$ and off-diagonal entries $-u^*/2$ and $-u/2$.

The phase of $h$ changes at the rate

$$f=\operatorname{Im}\frac{h'}{h}=\frac{\operatorname{Re}(we^{ik}h^*)}{D}=\frac{w^2+vw\cos k}{D},$$

so $u'=ifu$. Each off-diagonal entry of $P'$ has modulus $|f|/2$, and half the sum of squares is $f^2/4$.

Now take $|w|<|v|$ and $g(z)=wz/(v+wz)$, whose denominator has no zero in the closed unit disk. At $z=e^{ik}$, $\operatorname{Re}g=f$ and $|g|^2=w^2/D$. Since $1-2f=(v^2-w^2)/D$,

$$|g|^2=C(1-2f),\qquad C=\frac{w^2}{v^2-w^2}.$$

From $\operatorname{Re}g^2=2f^2-|g|^2$ it follows, for any real $a$, that

$$(f+a)^2=\operatorname{Re}\left[a^2+\tfrac C2+(2a-C)g+\tfrac12g^2\right].$$

The mean over the circle is the value at $z=0$, namely $a^2+C/2$. Setting $a=0$ and dividing by 4 gives the first formula.

For $|v|<|w|$, exchange the hoppings. The two numerators add up to $D$, so $f_{v,w}=1-f_{w,v}$. Using $a=-1$ for the exchanged chain gives

$$\Omega=\frac14\left[1+\frac{v^2}{2(w^2-v^2)}\right],$$

which is the second formula.

For $v=2$, $w=1$, expanding $g$ gives $f=-\sum_{n\ge1}(-1/2)^n\cos nk$. The mean of $f^2$ is $\tfrac12\sum_{n\ge1}4^{-n}=1/6$, hence $\Omega=1/24$. Exchanging the hoppings gives $7/24$.

## The chain and its band in Lean

```lean
import Mathlib

open Matrix

namespace DimerisedChain

noncomputable section
```

The real arguments `v`, `w`, `k` are the hoppings and the dimensionless momentum; `hop` is $h$.

```lean
/-- Off-diagonal Bloch element `v + w exp(ik)` of the dimerised chain. -/
def hop (v w k : ℝ) : ℂ := v + w * Complex.exp (k * Complex.I)
```

Matrix indices 0 and 1 label the two sublattices. Having no intracell phase on $v$ places both at the cell origin, in both regimes; another placement multiplies $h$ by a phase linear in $k$ and can change the spread.

```lean
/-- Bloch Hamiltonian of the dimerised chain in the sublattice basis. -/
def blochHamiltonian (v w k : ℝ) : Matrix (Fin 2) (Fin 2) ℂ :=
  !![0, star (hop v w k); hop v w k, 0]
```

Despite its name, `gapSq` is $D=|h|^2$; the energy gap is $2|h|$.

```lean
/-- The expression `v² + w² + 2 v w cos k`. -/
def gapSq (v w k : ℝ) : ℝ := v ^ 2 + w ^ 2 + 2 * v * w * Real.cos k
```

Here "phase velocity" means $f$, the momentum derivative of the phase of $h$, and not a wave's frequency divided by its wavenumber.

```lean
/-- Phase velocity of `v + w exp(ik)`, meaning the derivative of its phase with respect to `k`, for
momenta where this number is nonzero. -/
def phaseVelocity (v w k : ℝ) : ℝ := (w ^ 2 + v * w * Real.cos k) / gapSq v w k
```

The next two definitions are $u$ and $P$.

```lean
/-- Phase factor `h/|h|` of the Bloch element `h`, for momenta where `h` is nonzero. -/
def phaseFactor (v w k : ℝ) : ℂ := hop v w k / (‖hop v w k‖ : ℂ)

/-- Projector onto the lower band, for momenta where the Bloch element is nonzero. -/
def lowerProjector (v w k : ℝ) : Matrix (Fin 2) (Fin 2) ℂ :=
  !![1 / 2, -star (phaseFactor v w k) / 2; -phaseFactor v w k / 2, 1 / 2]
```

The metric is defined from the projector, so no choice of phase for the Bloch state enters.

```lean
/-- Quantum metric of a differentiable family of band projectors: half the squared Frobenius
norm of the momentum derivative. -/
def quantumMetric (P : ℝ → Matrix (Fin 2) (Fin 2) ℂ) (k : ℝ) : ℝ :=
  1 / 2 * ∑ i, ∑ j, ‖deriv (fun q => P q i j) k‖ ^ 2
```

The spread is defined as the average of this metric. That this average equals the gauge-invariant part of the Wannier spread, for a position operator diagonal in the site basis, is a standard result that is not proved in Lean here.

```lean
/-- Invariant spread of the lower band for `|v| ≠ |w|`, with both sublattices placed at the cell
origin: the Brillouin-zone average of its quantum metric, in units of the squared lattice constant.
-/
def invariantSpread (v w : ℝ) : ℝ :=
  1 / (2 * Real.pi) * ∫ k in (0 : ℝ)..(2 * Real.pi), quantumMetric (lowerProjector v w) k
```

## The projector and its metric

Real and imaginary parts of $h$ give the formula for $D$.

```lean
lemma hop_eq (v w k : ℝ) : hop v w k = ⟨v + w * Real.cos k, w * Real.sin k⟩ := by
  apply Complex.ext <;> simp [hop, Complex.exp_re, Complex.exp_im]

/-- The squared modulus of the Bloch element is `v² + w² + 2 v w cos k`. -/
theorem norm_hop_sq (v w k : ℝ) : ‖hop v w k‖ ^ 2 = gapSq v w k := by
  rw [← Complex.normSq_eq_norm_sq, hop_eq, Complex.normSq_apply, gapSq]
  linear_combination w ^ 2 * Real.sin_sq_add_cos_sq k
```

Positivity uses the two weighted squares above, split by the sign of $\cos k$. The hypothesis $|v|\neq|w|$ says that the band gap never closes.

```lean
/-- For `|v| ≠ |w|` the expression `v² + w² + 2 v w cos k` is positive at every momentum. -/
theorem gapSq_pos {v w : ℝ} (h : |v| ≠ |w|) (k : ℝ) : 0 < gapSq v w k := by
  have h1 : 0 < (v + w) ^ 2 := by
    refine pow_pos_of_ne v w ?_
    intro e
    exact h (by rw [eq_neg_of_add_eq_zero_left e, abs_neg])
  have h2 : 0 < (v - w) ^ 2 := by
    refine sq_pos_of_ne_zero' ?_
    intro e
    exact h (by rw [sub_eq_zero.mp e])
  have c1 := Real.neg_one_le_cos k
  have c2 := Real.cos_le_one k
  unfold gapSq
  rcases le_total 0 (Real.cos k) with c | c
  · nlinarith [mul_pos (show 0 < 1 + Real.cos k by linarith) h1,
      mul_nonneg (show 0 ≤ 1 - Real.cos k by linarith) h2.le]
  · nlinarith [mul_nonneg (show 0 ≤ 1 + Real.cos k by linarith) h1.le,
      mul_pos (show 0 < 1 - Real.cos k by linarith) h2]
where
  pow_pos_of_ne (a b : ℝ) (h : a + b ≠ 0) : 0 < (a + b) ^ 2 := by positivity
  sq_pos_of_ne_zero' {a : ℝ} (h : a ≠ 0) : 0 < a ^ 2 := by positivity
```

Hence $h\neq0$ and $|u|=1$.

```lean
lemma norm_hop_ne {v w : ℝ} (h : |v| ≠ |w|) (k : ℝ) : ‖hop v w k‖ ≠ 0 := by
  intro e
  have h1 := gapSq_pos h k
  rw [← norm_hop_sq, e] at h1
  norm_num at h1

lemma norm_phaseFactor {v w : ℝ} (h : |v| ≠ |w|) (k : ℝ) : ‖phaseFactor v w k‖ = 1 := by
  rw [phaseFactor, norm_div, Complex.norm_real, norm_norm, div_self (norm_hop_ne h k)]
```

The four parts of the next theorem say that $P$ is Hermitian, idempotent, of trace one, and satisfies $HP=-|h|P$. The entries are checked using $uu^*=1$ and $|h|u=h$.

```lean
/-- For `|v| ≠ |w|` the lower-band matrix is a Hermitian projector of trace one, and the Bloch
Hamiltonian acts on its range as multiplication by `-|v + w exp(ik)|`. -/
theorem lowerProjector_spec {v w : ℝ} (h : |v| ≠ |w|) (k : ℝ) :
    (lowerProjector v w k)ᴴ = lowerProjector v w k ∧
    lowerProjector v w k * lowerProjector v w k = lowerProjector v w k ∧
    (lowerProjector v w k).trace = 1 ∧
    blochHamiltonian v w k * lowerProjector v w k
      = (-(‖hop v w k‖ : ℂ)) • lowerProjector v w k := by
  have hu : phaseFactor v w k * star (phaseFactor v w k) = 1 := by
    have h1 := Complex.mul_conj (phaseFactor v w k)
    rw [Complex.normSq_eq_norm_sq, norm_phaseFactor h k, one_pow, Complex.ofReal_one] at h1
    exact h1
  have hE : (‖hop v w k‖ : ℂ) * phaseFactor v w k = hop v w k :=
    mul_div_cancel₀ _ (Complex.ofReal_ne_zero.mpr (norm_hop_ne h k))
  have hs : (‖hop v w k‖ : ℂ) * star (phaseFactor v w k) = star (hop v w k) := by
    have h1 := congrArg (starRingEnd ℂ) hE
    rw [map_mul, Complex.conj_ofReal] at h1
    exact h1
  refine ⟨?_, ?_, ?_, ?_⟩
  · ext i j
    fin_cases i <;> fin_cases j <;> simp [lowerProjector, Matrix.conjTranspose_apply]
  · rw [lowerProjector, Matrix.mul_fin_two]
    congr 1
    ext i j
    fin_cases i <;> fin_cases j
    · change (1 / 2 : ℂ) * (1 / 2) + -star (phaseFactor v w k) / 2 * (-phaseFactor v w k / 2)
        = 1 / 2
      linear_combination (1 / 4) * hu
    · change (1 / 2 : ℂ) * (-star (phaseFactor v w k) / 2)
        + -star (phaseFactor v w k) / 2 * (1 / 2) = -star (phaseFactor v w k) / 2
      ring
    · change -phaseFactor v w k / 2 * (1 / 2) + 1 / 2 * (-phaseFactor v w k / 2)
        = -phaseFactor v w k / 2
      ring
    · change -phaseFactor v w k / 2 * (-star (phaseFactor v w k) / 2) + 1 / 2 * (1 / 2)
        = (1 / 2 : ℂ)
      linear_combination (1 / 4) * hu
  · rw [Matrix.trace_fin_two]
    change (1 / 2 : ℂ) + 1 / 2 = 1
    norm_num
  · rw [lowerProjector, blochHamiltonian, Matrix.mul_fin_two]
    ext i j
    fin_cases i <;> fin_cases j
    · change 0 * (1 / 2) + star (hop v w k) * (-phaseFactor v w k / 2)
        = -(‖hop v w k‖ : ℂ) * (1 / 2)
      linear_combination (phaseFactor v w k / 2) * hs - (‖hop v w k‖ / 2 : ℂ) * hu
    · change 0 * (-star (phaseFactor v w k) / 2) + star (hop v w k) * (1 / 2)
        = -(‖hop v w k‖ : ℂ) * (-star (phaseFactor v w k) / 2)
      linear_combination (-1 / 2) * hs
    · change hop v w k * (1 / 2) + 0 * (-phaseFactor v w k / 2)
        = -(‖hop v w k‖ : ℂ) * (-phaseFactor v w k / 2)
      linear_combination (-1 / 2) * hE
    · change hop v w k * (-star (phaseFactor v w k) / 2) + 0 * (1 / 2)
        = -(‖hop v w k‖ : ℂ) * (1 / 2)
      linear_combination (star (phaseFactor v w k) / 2) * hE - (‖hop v w k‖ / 2 : ℂ) * hu
```

For $u'=ifu$, Lean writes $|h|=\sqrt D$ and applies the quotient rule; `key` is the remaining identity with denominators cleared.

```lean
/-- For `|v| ≠ |w|` the phase factor rotates at the rate given by the phase velocity. -/
theorem hasDerivAt_phaseFactor {v w : ℝ} (h : |v| ≠ |w|) (k : ℝ) :
    HasDerivAt (phaseFactor v w)
      (Complex.I * phaseVelocity v w k * phaseFactor v w k) k := by
  have hD := gapSq_pos h k
  have hg : HasDerivAt (gapSq v w) (-(2 * v * w * Real.sin k)) k :=
    (((Real.hasDerivAt_cos k).const_mul (2 * v * w)).const_add (v ^ 2 + w ^ 2)).congr_deriv
      (by ring)
  have hs := (hg.sqrt hD.ne').ofReal_comp
  have hh : HasDerivAt (hop v w) (Complex.I * (hop v w k - v)) k :=
    ((((hasDerivAt_id k).ofReal_comp.mul_const Complex.I).cexp.const_mul
      (w : ℂ)).const_add (v : ℂ)).congr_deriv (by simp [hop]; ring)
  have key : Complex.I * (hop v w k - v) * (gapSq v w k : ℂ)
      + hop v w k * ((v * w * Real.sin k : ℝ) : ℂ)
      = Complex.I * ((w ^ 2 + v * w * Real.cos k : ℝ) : ℂ) * hop v w k := by
    rw [hop_eq]
    apply Complex.ext <;> simp only [Complex.add_re, Complex.add_im, Complex.mul_re,
      Complex.mul_im, Complex.sub_re, Complex.sub_im, Complex.ofReal_re, Complex.ofReal_im,
      Complex.I_re, Complex.I_im, gapSq]
    · ring
    · linear_combination v * w ^ 2 * Real.sin_sq_add_cos_sq k
  -- the quotient rule, with `E` the modulus of the Bloch element
  have alg : ∀ E : ℝ, E ≠ 0 → E ^ 2 = gapSq v w k →
      (Complex.I * (hop v w k - v) * (E : ℂ)
        - hop v w k * ((-(2 * v * w * Real.sin k) / (2 * E) : ℝ) : ℂ)) / (E : ℂ) ^ 2
      = Complex.I * phaseVelocity v w k * (hop v w k / (E : ℂ)) := by
    intro E h0 h2
    have hc : (E : ℂ) ≠ 0 := Complex.ofReal_ne_zero.mpr h0
    rw [← h2] at key
    rw [phaseVelocity, ← h2]
    push_cast at key ⊢
    field_simp
    linear_combination key
  have hfun : phaseFactor v w
      = fun q => hop v w q / ((Real.sqrt (gapSq v w q) : ℝ) : ℂ) := by
    funext q
    rw [phaseFactor, ← norm_hop_sq, Real.sqrt_sq (norm_nonneg _)]
  have h0 : Real.sqrt (gapSq v w k) ≠ 0 := (Real.sqrt_pos.mpr hD).ne'
  rw [hfun]
  exact (hh.fun_div hs (Complex.ofReal_ne_zero.mpr h0)).congr_deriv
    (alg _ h0 (Real.sq_sqrt hD.le))
```

Differentiating the four entries of $P$ then gives $f^2/4$.

```lean
/-- For `|v| ≠ |w|` the quantum metric of the lower band is a quarter of the squared phase
velocity. -/
theorem quantumMetric_eq {v w : ℝ} (h : |v| ≠ |w|) (k : ℝ) :
    quantumMetric (lowerProjector v w) k = phaseVelocity v w k ^ 2 / 4 := by
  have hu := hasDerivAt_phaseFactor h k
  have h00 : deriv (fun q => lowerProjector v w q 0 0) k = 0 :=
    (hasDerivAt_const k (1 / 2 : ℂ)).deriv
  have h11 : deriv (fun q => lowerProjector v w q 1 1) k = 0 :=
    (hasDerivAt_const k (1 / 2 : ℂ)).deriv
  have h10 : deriv (fun q => lowerProjector v w q 1 0) k
      = -(Complex.I * phaseVelocity v w k * phaseFactor v w k) / 2 :=
    (hu.fun_neg.div_const 2).deriv
  have h01 : deriv (fun q => lowerProjector v w q 0 1) k
      = -star (Complex.I * phaseVelocity v w k * phaseFactor v w k) / 2 :=
    (hu.star.fun_neg.div_const 2).deriv
  have hn : ‖Complex.I * phaseVelocity v w k * phaseFactor v w k‖ = |phaseVelocity v w k| := by
    rw [norm_mul, norm_mul, Complex.norm_I, Complex.norm_real, norm_phaseFactor h k,
      Real.norm_eq_abs, one_mul, mul_one]
  have h2 : ‖(2 : ℂ)‖ = 2 := by norm_num
  simp only [quantumMetric, Fin.sum_univ_two, h00, h01, h10, h11, norm_div, norm_neg,
    norm_star, hn, h2, norm_zero, div_pow, sq_abs]
  ring
```

## The average over the Brillouin zone

Cauchy's formula at the centre of the disk gives the mean value property, because $dz/z=i\,dk$ on the circle.

```lean
/-- Mean value property: the real part of a function holomorphic on the closed unit disk
averages over the unit circle to its value at the centre. -/
theorem integral_re_circle {F : ℂ → ℂ}
    (hF : DifferentiableOn ℂ F (Metric.closedBall 0 1)) :
    ∫ k in (0 : ℝ)..(2 * Real.pi), (F (Complex.exp (k * Complex.I))).re
      = 2 * Real.pi * (F 0).re := by
  have hc := hF.circleIntegral_sub_inv_smul (Metric.mem_ball_self one_pos)
  have e : (∮ z in C(0, 1), (z - 0)⁻¹ • F z)
      = Complex.I * ∫ k in (0 : ℝ)..(2 * Real.pi), F (Complex.exp (k * Complex.I)) := by
    rw [circleIntegral, ← intervalIntegral.integral_const_mul]
    congr 1
    funext k
    simp only [deriv_circleMap, circleMap, Complex.ofReal_one, one_mul, zero_add, sub_zero,
      smul_eq_mul]
    linear_combination Complex.I * F (Complex.exp (k * Complex.I))
      * mul_inv_cancel₀ (Complex.exp_ne_zero (k * Complex.I))
  have hI : ∫ k in (0 : ℝ)..(2 * Real.pi), F (Complex.exp (k * Complex.I))
      = ((2 * Real.pi : ℝ) : ℂ) * F 0 := by
    apply mul_left_cancel₀ Complex.I_ne_zero
    rw [← e, hc, smul_eq_mul]
    push_cast
    ring
  have hcont : Continuous fun k : ℝ => F (Complex.exp (k * Complex.I)) :=
    hF.continuousOn.comp_continuous (by fun_prop)
      (fun k => by simp [Complex.norm_exp_ofReal_mul_I])
  have hre := Complex.reCLM.intervalIntegral_comp_comm
    (hcont.intervalIntegrable (μ := MeasureTheory.volume) 0 (2 * Real.pi))
  simp only [Complex.reCLM_apply] at hre
  rw [hre, hI, Complex.re_ofReal_mul]
```

In the next proof `F` is the bracketed function above, `m` is $\operatorname{Im}g$, and `h2` is the relation $|g|^2=C(1-2f)$. The condition $|w|<|v|$ keeps the closed disk free of poles.

```lean
/-- For `|w| < |v|`, the integral over the Brillouin zone of the squared phase velocity
shifted by a constant `a`. -/
theorem integral_shifted_sq {v w : ℝ} (h : |w| < |v|) (a : ℝ) :
    ∫ k in (0 : ℝ)..(2 * Real.pi), (phaseVelocity v w k + a) ^ 2
      = 2 * Real.pi * (a ^ 2 + w ^ 2 / (v ^ 2 - w ^ 2) / 2) := by
  have hvw : v ^ 2 - w ^ 2 ≠ 0 := (sub_pos.mpr (sq_lt_sq.mpr h)).ne'
  obtain ⟨C, hC⟩ : ∃ C, C = w ^ 2 / (v ^ 2 - w ^ 2) := ⟨_, rfl⟩
  have hCd : C * (v ^ 2 - w ^ 2) = w ^ 2 := by rw [hC, div_mul_cancel₀ _ hvw]
  rw [← hC]
  let F : ℂ → ℂ := fun z => ((a ^ 2 + C / 2 : ℝ) : ℂ)
    + ((2 * a - C : ℝ) : ℂ) * (w * z / (v + w * z))
    + ((1 / 2 : ℝ) : ℂ) * ((w * z / (v + w * z)) * (w * z / (v + w * z)))
  -- there is no pole in the closed unit disk
  have hF : DifferentiableOn ℂ F (Metric.closedBall 0 1) := by
    intro z hz
    have hz1 : ‖z‖ ≤ 1 := by simpa using hz
    have hne : (v : ℂ) + w * z ≠ 0 := by
      intro e
      have h1 := congrArg norm (eq_neg_of_add_eq_zero_left e)
      simp only [norm_neg, norm_mul, Complex.norm_real, Real.norm_eq_abs] at h1
      nlinarith [abs_nonneg w]
    have hg : DifferentiableAt ℂ (fun z : ℂ => (w : ℂ) * z / (v + w * z)) z :=
      DifferentiableAt.fun_div (by fun_prop) (by fun_prop) hne
    exact (((hg.const_mul _).const_add _).add
      ((hg.mul hg).const_mul _)).differentiableWithinAt
  have hpt : ∀ k : ℝ, (phaseVelocity v w k + a) ^ 2
      = (F (Complex.exp (k * Complex.I))).re := by
    intro k
    have hD := (gapSq_pos h.ne' k).ne'
    have hd : gapSq v w k = v ^ 2 + w ^ 2 + 2 * v * w * Real.cos k := rfl
    have hf : phaseVelocity v w k * gapSq v w k = w ^ 2 + v * w * Real.cos k :=
      div_mul_cancel₀ _ hD
    obtain ⟨m, hm⟩ : ∃ m, m * gapSq v w k = v * w * Real.sin k :=
      ⟨_, div_mul_cancel₀ _ hD⟩
    have ht := Real.sin_sq_add_cos_sq k
    have e1 : (w : ℂ) * Complex.exp (k * Complex.I)
        = ⟨w * Real.cos k, w * Real.sin k⟩ := by
      apply Complex.ext <;> simp [Complex.exp_re, Complex.exp_im]
    have hg : (w : ℂ) * Complex.exp (k * Complex.I)
        / (v + w * Complex.exp (k * Complex.I)) = ⟨phaseVelocity v w k, m⟩ := by
      change _ / hop v w k = _
      rw [div_eq_iff (norm_ne_zero_iff.mp (norm_hop_ne h.ne' k)), e1, hop_eq]
      apply Complex.ext <;> simp only [Complex.mul_re, Complex.mul_im] <;>
        apply mul_right_cancel₀ hD
      · linear_combination -(v + w * Real.cos k) * hf + w * Real.sin k * hm
          + w * Real.cos k * hd + v * w ^ 2 * ht
      · linear_combination -(w * Real.sin k) * hf - (v + w * Real.cos k) * hm
          + w * Real.sin k * hd
    have h1 : (phaseVelocity v w k ^ 2 + m ^ 2) * gapSq v w k = w ^ 2 := by
      apply mul_right_cancel₀ hD
      linear_combination (phaseVelocity v w k * gapSq v w k + w ^ 2 + v * w * Real.cos k) * hf
        + (m * gapSq v w k + v * w * Real.sin k) * hm + v ^ 2 * w ^ 2 * ht - w ^ 2 * hd
    have h2 : C * (1 - 2 * phaseVelocity v w k) = phaseVelocity v w k ^ 2 + m ^ 2 := by
      apply mul_right_cancel₀ hD
      linear_combination C * hd - 2 * C * hf + hCd - h1
    simp only [F, hg, Complex.add_re, Complex.mul_re, Complex.mul_im, Complex.ofReal_re,
      Complex.ofReal_im]
    linear_combination (-1 / 2) * h2
  have h0 : (F 0).re = a ^ 2 + C / 2 := by
    simp only [F, mul_zero, zero_div, add_zero, Complex.ofReal_re]
  simp only [hpt]
  rw [integral_re_circle hF, h0]
```

The first regime takes `a = 0`.

```lean
/-- For `|w| < |v|`, with both sublattices placed at the cell origin, the invariant spread of the
lower band is `w²/(8(v² - w²))`. -/
theorem invariantSpread_eq {v w : ℝ} (h : |w| < |v|) :
    invariantSpread v w = w ^ 2 / (8 * (v ^ 2 - w ^ 2)) := by
  have hvw : v ^ 2 - w ^ 2 ≠ 0 := (sub_pos.mpr (sq_lt_sq.mpr h)).ne'
  have hpi := Real.pi_ne_zero
  have e : ∀ k, quantumMetric (lowerProjector v w) k = (phaseVelocity v w k + 0) ^ 2 / 4 :=
    fun k => by rw [quantumMetric_eq h.ne' k, add_zero]
  simp only [invariantSpread, e]
  rw [intervalIntegral.integral_div, integral_shifted_sq h 0]
  field_simp
  ring
```

The second applies the same integral to the exchanged chain with `a = -1`.

```lean
/-- For `|v| < |w|`, with both sublattices placed at the cell origin, the invariant spread of
the lower band is `(2w² - v²)/(8(w² - v²))`. -/
theorem invariantSpread_eq_of_lt {v w : ℝ} (h : |v| < |w|) :
    invariantSpread v w = (2 * w ^ 2 - v ^ 2) / (8 * (w ^ 2 - v ^ 2)) := by
  have hvw : w ^ 2 - v ^ 2 ≠ 0 := (sub_pos.mpr (sq_lt_sq.mpr h)).ne'
  have hpi := Real.pi_ne_zero
  -- exchanging the hoppings turns the phase velocity `f` into `1 - f`
  have e : ∀ k, quantumMetric (lowerProjector v w) k
      = (phaseVelocity w v k + (-1)) ^ 2 / 4 := by
    intro k
    have hD := (gapSq_pos h.ne k).ne'
    have hs : gapSq w v k = gapSq v w k := by unfold gapSq; ring
    have h1 : phaseVelocity v w k = 1 - phaseVelocity w v k := by
      rw [phaseVelocity, phaseVelocity, hs, eq_sub_iff_add_eq, ← add_div, div_eq_one_iff_eq hD]
      unfold gapSq
      ring
    rw [quantumMetric_eq h.ne k, h1]
    ring
  simp only [invariantSpread, e]
  rw [intervalIntegral.integral_div, integral_shifted_sq h (-1)]
  field_simp
  ring

end

end DimerisedChain
```

```lean
#print axioms DimerisedChain.lowerProjector_spec
#print axioms DimerisedChain.invariantSpread_eq
#print axioms DimerisedChain.invariantSpread_eq_of_lt
```

```
'DimerisedChain.lowerProjector_spec' depends on axioms: [propext, Classical.choice, Quot.sound]
'DimerisedChain.invariantSpread_eq' depends on axioms: [propext, Classical.choice, Quot.sound]
'DimerisedChain.invariantSpread_eq_of_lt' depends on axioms: [propext, Classical.choice, Quot.sound]
```
